# Closed-form electron density of the infinite-barrier jellium surface

## Electrons in a half-space

Let \(k>0\) be the Fermi wavenumber and \(z>0\) the distance from an impenetrable plane wall at \(z=0\). The electrons occupy the side \(z>0\). The wavenumber normal to the wall is \(q\), with \(0\le q\le k\). Two abbreviations are used throughout:

\[
u = 2kz, \qquad n_0=\frac{k^3}{3\pi^2}.
\]

Densities are numbers of electrons per unit volume, both spins included. The value \(n_0\) is the density of the uniform gas: two spins times the volume of the Fermi sphere, divided by \((2\pi)^3\).

The electrons do not interact, and the temperature is zero. Their only confinement is the wall, where every orbital must vanish. In a slab of thickness \(L\) the normalised normal modes are \(\sqrt{2/L}\,\sin(qz)\), with \(q\) spaced by \(\pi/L\). For large \(L\) the sum over modes becomes \((L/\pi)\int dq\), so the modes in \(dq\) contribute

\[
\frac{L}{\pi}\,dq\cdot\frac{2}{L}\sin^2(qz)=\frac{2\sin^2(qz)}{\pi}\,dq .
\]

Parallel to the wall the orbitals are plane waves. For given \(q\), the occupied parallel wavevectors fill a disc of radius \(\sqrt{k^2-q^2}\). With spin, their number per unit area is

\[
\frac{2\cdot\pi(k^2-q^2)}{(2\pi)^2}=\frac{k^2-q^2}{2\pi}.
\]

The density is the product of the two factors, integrated over \(q\):

\[
n(z)=\int_0^k \frac{k^2-q^2}{2\pi}\,\frac{2\sin^2(qz)}{\pi}\,dq
=\frac{1}{\pi^2}\int_0^k (k^2-q^2)\sin^2(qz)\,dq .
\]

Jellium surfaces serve as reference systems for semilocal density functionals, PBEsol among them; the profile treated here is the non-interacting one at a rigid wall, not a self-consistent surface density.

## The density formula and its Lean form

The main theorem, `surfaceDensity_eq`, says that for \(k>0\) and \(z>0\)

\[
n(z)=n_0\left(1+\frac{3\cos u}{u^2}-\frac{3\sin u}{u^3}\right).
\]

In Lean, `k`, `q` and `z` are real numbers without units. The function `parallelStates k q` is the disc count with its spin factor, `surfaceDensity k z` is the integral \(n(z)\) in its first form above, and `bulkDensity k` is \(n_0\). The phase \(u\) has no name of its own and appears as `2 * k * z`. The hypotheses `0 < k` and `0 < z` say that there are electrons and that the point lies on their side of the wall.

The physical input sits in the definitions. The standing waves, the mode density \(1/\pi\) and the filling of the Fermi sphere are written into `surfaceDensity`; they are not derived from a Schrödinger equation or from the limit \(L\to\infty\). The positive background of jellium does not appear, and neither do electrostatics, exchange and correlation, or the tail that electrons form outside a barrier of finite height.

## Evaluating the integral by parts

The double-angle formula \(\sin^2(qz)=\tfrac12\bigl(1-\cos(2zq)\bigr)\) splits the integral into a smooth and an oscillating part:

\[
\int_0^k (k^2-q^2)\sin^2(qz)\,dq
=\frac12\int_0^k(k^2-q^2)\,dq-\frac12\int_0^k(k^2-q^2)\cos(2zq)\,dq .
\]

The first term is \(\tfrac12\left(k^3-\tfrac13k^3\right)=k^3/3\). In the second, one integration by parts gives

\[
\int_0^k(k^2-q^2)\cos(2zq)\,dq
=\left[\frac{(k^2-q^2)\sin(2zq)}{2z}\right]_0^k+\frac1z\int_0^k q\sin(2zq)\,dq .
\]

The bracket vanishes at both ends: at \(q=k\) through the weight, at \(q=0\) through the sine. A second integration by parts gives

\[
\int_0^k q\sin(2zq)\,dq=-\frac{k\cos u}{2z}+\frac{\sin u}{4z^2}.
\]

Collecting terms and inserting \(z=u/(2k)\),

\[
\int_0^k (k^2-q^2)\sin^2(qz)\,dq
=\frac{k^3}{3}+\frac{k\cos u}{4z^2}-\frac{\sin u}{8z^3}
=\frac{k^3}{3}\left(1+\frac{3\cos u}{u^2}-\frac{3\sin u}{u^3}\right).
\]

Division by \(\pi^2\) gives the density formula.

The same steps without limits of integration yield a primitive in \(q\):

\[
F(q)=\frac{k^2q}{2}-\frac{q^3}{6}-\frac{(k^2-q^2)\sin(2zq)}{4z}+\frac{q\cos(2zq)}{4z^2}-\frac{\sin(2zq)}{8z^3}.
\]

When \(F\) is differentiated, the terms \(\pm q\sin(2zq)/(2z)\) cancel, as do the terms \(\pm\cos(2zq)/(4z^2)\). What remains is \(\tfrac12(k^2-q^2)\bigl(1-\cos(2zq)\bigr)\), the original integrand.

## Friedel oscillations and the approach to the bulk

**Leading oscillation.** Moving the cosine term to the left leaves

\[
n(z)-n_0\left(1+\frac{3\cos u}{u^2}\right)=-\frac{3n_0\sin u}{u^3},
\]

whose absolute value is at most \(3n_0/u^3\). This is `friedel_leading_term`. The bound holds at every \(z>0\), but it is smaller than the amplitude \(3n_0/u^2\) of the cosine term only for \(u>1\), the ratio of the two being \(1/u\).

**Bulk limit.** Since \(|\cos u|\) and \(|\sin u|\) are at most 1,

\[
|n(z)-n_0|\le n_0\left(\frac{3}{u^2}+\frac{3}{u^3}\right),
\]

and the right-hand side tends to zero as \(z\to\infty\) at fixed \(k\). Hence \(n(z)\to n_0\), which is `tendsto_bulkDensity`.

**Alternation.** At \(u=m\pi\) the sine vanishes and the cosine is \((-1)^m\), so

\[
n(z)=n_0\left(1+\frac{3(-1)^m}{(m\pi)^2}\right).
\]

The density is above the bulk value for even \(m\) and below it for odd \(m\). In `density_at_multiples_of_pi` the index `m` is a natural number, and the positivity of \(k\) and \(z\) forces \(m\ge1\).

**Near the wall.** From \(\sin^2x\le x^2\) and \(k^2-q^2\ge0\),

\[
n(z)\le\frac{z^2}{\pi^2}\int_0^k(k^2-q^2)q^2\,dq
=\frac{z^2}{\pi^2}\left(\frac{k^5}{3}-\frac{k^5}{5}\right)
=\frac{2k^5z^2}{15\pi^2}.
\]

The theorem `density_le_near_wall` states this for \(k\ge0\) and every real \(z\). For negative \(z\) the integral merely mirrors the profile, and it does not describe the empty region behind the wall.

## The complete Lean file

```lean
import Mathlib

open Filter Topology
open scoped Real

namespace JelliumSurface

noncomputable section

/-- Number of occupied parallel states per unit area, both spins included, for an electron
with normal wavenumber `q` inside a Fermi sphere of radius `k`: a disc of area `π (k² - q²)`. -/
def parallelStates (k q : ℝ) : ℝ := 2 * (π * (k ^ 2 - q ^ 2)) / (2 * π) ^ 2

/-- Electron density at distance `z` from an infinite barrier: the standing waves
`2 sin² (q z)`, with mode density `1 / π`, weighted by the occupied parallel states. -/
def surfaceDensity (k z : ℝ) : ℝ :=
  ∫ q in (0 : ℝ)..k, parallelStates k q * (2 * Real.sin (q * z) ^ 2) / π

/-- Density of the uniform electron gas with Fermi wavenumber `k`. -/
def bulkDensity (k : ℝ) : ℝ := k ^ 3 / (3 * π ^ 2)

/-- For `z ≠ 0`, a primitive in `q` of the weighted standing-wave density `(k² - q²) sin² (q z)`. -/
def fillingPrimitive (k z q : ℝ) : ℝ :=
  k ^ 2 / 2 * q - 1 / 6 * q ^ 3
    - 1 / (4 * z) * ((k ^ 2 - q ^ 2) * Real.sin (2 * z * q))
    + 1 / (4 * z ^ 2) * (q * Real.cos (2 * z * q))
    - 1 / (8 * z ^ 3) * Real.sin (2 * z * q)

/-- Spin, parallel states and standing-wave normalisation combine into the prefactor `1 / π²`. -/
theorem surfaceDensity_eq_integral (k z : ℝ) :
    surfaceDensity k z
      = 1 / π ^ 2 * ∫ q in (0 : ℝ)..k, (k ^ 2 - q ^ 2) * Real.sin (q * z) ^ 2 := by
  have hpi : π ≠ 0 := Real.pi_ne_zero
  unfold surfaceDensity
  rw [← intervalIntegral.integral_const_mul]
  apply intervalIntegral.integral_congr
  intro q _
  simp only [parallelStates]
  generalize Real.sin (q * z) = s
  field_simp

/-- Away from the wall, the derivative of `fillingPrimitive` in `q` is
`(k² - q²) sin² (q z)`. -/
theorem hasDerivAt_fillingPrimitive (k q : ℝ) {z : ℝ} (hz : z ≠ 0) :
    HasDerivAt (fillingPrimitive k z) ((k ^ 2 - q ^ 2) * Real.sin (q * z) ^ 2) q := by
  have hid : HasDerivAt (fun x : ℝ => x) 1 q := hasDerivAt_id' q
  have hl : HasDerivAt (fun x : ℝ => 2 * z * x) (2 * z) q := by
    simpa using hid.const_mul (2 * z)
  have hp : HasDerivAt (fun x : ℝ => k ^ 2 - x ^ 2) (-(2 * q)) q := by
    simpa using (hasDerivAt_pow 2 q).const_sub (k ^ 2)
  have hcub : HasDerivAt (fun x : ℝ => x ^ 3) (3 * q ^ 2) q := by
    simpa using hasDerivAt_pow 3 q
  have h : HasDerivAt (fillingPrimitive k z) _ q :=
    ((((hid.const_mul (k ^ 2 / 2)).fun_sub (hcub.const_mul (1 / 6))).fun_sub
      ((hp.fun_mul hl.sin).const_mul (1 / (4 * z)))).fun_add
      ((hid.fun_mul hl.cos).const_mul (1 / (4 * z ^ 2)))).fun_sub
      (hl.sin.const_mul (1 / (8 * z ^ 3)))
  -- the double-angle formula turns the standing wave into a constant and an oscillation
  have hsq : Real.sin (q * z) ^ 2 = (1 - Real.cos (2 * z * q)) / 2 := by
    rw [show 2 * z * q = 2 * (q * z) by ring, Real.cos_two_mul, Real.cos_sq']
    ring
  refine h.congr_deriv ?_
  rw [hsq]
  generalize Real.cos (2 * z * q) = c
  generalize Real.sin (2 * z * q) = s
  field_simp
  ring

/-- The electron density of the infinite-barrier jellium surface in closed form, with its
oscillations in the phase `2 k z`. -/
theorem surfaceDensity_eq {k z : ℝ} (hk : 0 < k) (hz : 0 < z) :
    surfaceDensity k z = bulkDensity k *
      (1 + 3 * Real.cos (2 * k * z) / (2 * k * z) ^ 2
        - 3 * Real.sin (2 * k * z) / (2 * k * z) ^ 3) := by
  have hpi : π ≠ 0 := Real.pi_ne_zero
  have hint : ∫ q in (0 : ℝ)..k, (k ^ 2 - q ^ 2) * Real.sin (q * z) ^ 2
      = fillingPrimitive k z k - fillingPrimitive k z 0 :=
    intervalIntegral.integral_eq_sub_of_hasDerivAt
      (fun q _ => hasDerivAt_fillingPrimitive k q hz.ne')
      (Continuous.intervalIntegrable (by fun_prop) _ _)
  have h0 : fillingPrimitive k z 0 = 0 := by simp [fillingPrimitive]
  rw [surfaceDensity_eq_integral, hint, h0]
  unfold fillingPrimitive bulkDensity
  rw [show 2 * z * k = 2 * k * z by ring]
  generalize Real.cos (2 * k * z) = c
  generalize Real.sin (2 * k * z) = s
  field_simp
  ring

/-- The Friedel oscillation `3 cos (2 k z) / (2 k z)²` describes the relative deviation from
the bulk density up to an error of at most `3 / (2 k z)³`. -/
theorem friedel_leading_term {k z : ℝ} (hk : 0 < k) (hz : 0 < z) :
    |surfaceDensity k z - bulkDensity k * (1 + 3 * Real.cos (2 * k * z) / (2 * k * z) ^ 2)|
      ≤ bulkDensity k * (3 / (2 * k * z) ^ 3) := by
  have hA : 0 ≤ bulkDensity k * (3 / (2 * k * z) ^ 3) := by
    unfold bulkDensity
    positivity
  have e : surfaceDensity k z
      - bulkDensity k * (1 + 3 * Real.cos (2 * k * z) / (2 * k * z) ^ 2)
      = -(bulkDensity k * (3 / (2 * k * z) ^ 3) * Real.sin (2 * k * z)) := by
    rw [surfaceDensity_eq hk hz]
    ring
  rw [e, abs_neg, abs_mul, abs_of_nonneg hA]
  exact mul_le_of_le_one_right hA (Real.abs_sin_le_one _)

/-- Deep inside the metal the density tends to that of the uniform electron gas. -/
theorem tendsto_bulkDensity {k : ℝ} (hk : 0 < k) :
    Tendsto (surfaceDensity k) atTop (𝓝 (bulkDensity k)) := by
  have hu : Tendsto (fun z : ℝ => 2 * k * z) atTop atTop :=
    tendsto_id.const_mul_atTop (by positivity)
  have hi : Tendsto (fun z : ℝ => (2 * k * z)⁻¹) atTop (𝓝 0) :=
    tendsto_inv_atTop_zero.comp hu
  have hB : Tendsto (fun z : ℝ => bulkDensity k *
      (3 * (2 * k * z)⁻¹ ^ 2 + 3 * (2 * k * z)⁻¹ ^ 3)) atTop
      (𝓝 (bulkDensity k * (3 * 0 ^ 2 + 3 * 0 ^ 3))) :=
    (((hi.pow 2).const_mul 3).add ((hi.pow 3).const_mul 3)).const_mul _
  rw [show bulkDensity k * (3 * 0 ^ 2 + 3 * 0 ^ 3) = 0 by ring] at hB
  rw [tendsto_iff_norm_sub_tendsto_zero]
  refine squeeze_zero' (Eventually.of_forall fun z => norm_nonneg _) ?_ hB
  -- both oscillating terms are bounded by their amplitudes
  filter_upwards [eventually_gt_atTop (0 : ℝ)] with z hz
  have hn : 0 ≤ bulkDensity k := by
    unfold bulkDensity
    positivity
  have hP : 0 ≤ bulkDensity k * (3 * (2 * k * z)⁻¹ ^ 2) := by positivity
  have hQ : 0 ≤ bulkDensity k * (3 * (2 * k * z)⁻¹ ^ 3) := by positivity
  have e : surfaceDensity k z - bulkDensity k
      = bulkDensity k * (3 * (2 * k * z)⁻¹ ^ 2) * Real.cos (2 * k * z)
        - bulkDensity k * (3 * (2 * k * z)⁻¹ ^ 3) * Real.sin (2 * k * z) := by
    rw [surfaceDensity_eq hk hz]
    ring
  rw [e, Real.norm_eq_abs, mul_add, abs_le]
  have a1 := mul_le_mul_of_nonneg_left (Real.cos_le_one (2 * k * z)) hP
  have a2 := mul_le_mul_of_nonneg_left (Real.neg_one_le_cos (2 * k * z)) hP
  have b1 := mul_le_mul_of_nonneg_left (Real.sin_le_one (2 * k * z)) hQ
  have b2 := mul_le_mul_of_nonneg_left (Real.neg_one_le_sin (2 * k * z)) hQ
  constructor <;> linarith

/-- Where the phase `2 k z` is a multiple `m π`, the density lies above the bulk value for
even `m` and below it for odd `m`, by the relative amount `3 / (m π)²`. -/
theorem density_at_multiples_of_pi {k z : ℝ} (hk : 0 < k) (hz : 0 < z) (m : ℕ)
    (hm : 2 * k * z = m * π) :
    surfaceDensity k z = bulkDensity k * (1 + 3 * (-1) ^ m / (m * π) ^ 2) := by
  rw [surfaceDensity_eq hk hz, hm, Real.cos_nat_mul_pi, Real.sin_nat_mul_pi]
  ring

/-- The density is at most `2 k⁵ z² / (15 π²)` at distance `z` from the wall. -/
theorem density_le_near_wall {k : ℝ} (hk : 0 ≤ k) (z : ℝ) :
    surfaceDensity k z ≤ 2 * k ^ 5 / (15 * π ^ 2) * z ^ 2 := by
  have hsin : ∀ y : ℝ, Real.sin y ^ 2 ≤ y ^ 2 := by
    intro y
    have h := Real.one_sub_sq_div_two_le_cos (x := 2 * y)
    rw [Real.cos_two_mul, Real.cos_sq'] at h
    nlinarith
  have hval : ∫ q in (0 : ℝ)..k, (k ^ 2 - q ^ 2) * (q * z) ^ 2
      = (z ^ 2 * k ^ 2 / 3 * k ^ 3 - z ^ 2 / 5 * k ^ 5)
        - (z ^ 2 * k ^ 2 / 3 * 0 ^ 3 - z ^ 2 / 5 * 0 ^ 5) := by
    refine intervalIntegral.integral_eq_sub_of_hasDerivAt
      (f := fun q : ℝ => z ^ 2 * k ^ 2 / 3 * q ^ 3 - z ^ 2 / 5 * q ^ 5)
      (fun q _ => ?_) (Continuous.intervalIntegrable (by fun_prop) _ _)
    have h3 : HasDerivAt (fun x : ℝ => x ^ 3) (3 * q ^ 2) q := by
      simpa using hasDerivAt_pow 3 q
    have h5 : HasDerivAt (fun x : ℝ => x ^ 5) (5 * q ^ 4) q := by
      simpa using hasDerivAt_pow 5 q
    exact ((h3.const_mul (z ^ 2 * k ^ 2 / 3)).fun_sub
      (h5.const_mul (z ^ 2 / 5))).congr_deriv (by ring)
  -- replace each standing wave by its parabola at the wall
  have hle : ∫ q in (0 : ℝ)..k, (k ^ 2 - q ^ 2) * Real.sin (q * z) ^ 2
      ≤ ∫ q in (0 : ℝ)..k, (k ^ 2 - q ^ 2) * (q * z) ^ 2 := by
    refine intervalIntegral.integral_mono_on hk
      (Continuous.intervalIntegrable (by fun_prop) _ _)
      (Continuous.intervalIntegrable (by fun_prop) _ _) (fun q hq => ?_)
    have hw : 0 ≤ k ^ 2 - q ^ 2 := by nlinarith [hq.1, hq.2]
    exact mul_le_mul_of_nonneg_left (hsin (q * z)) hw
  rw [surfaceDensity_eq_integral]
  calc _ ≤ 1 / π ^ 2 * ∫ q in (0 : ℝ)..k, (k ^ 2 - q ^ 2) * (q * z) ^ 2 :=
        mul_le_mul_of_nonneg_left hle (by positivity)
    _ = _ := by
        rw [hval]
        ring

end

end JelliumSurface
```

```lean
#print axioms JelliumSurface.surfaceDensity_eq
-- 'JelliumSurface.surfaceDensity_eq' depends on axioms: [propext, Classical.choice, Quot.sound]
#print axioms JelliumSurface.friedel_leading_term
-- 'JelliumSurface.friedel_leading_term' depends on axioms: [propext, Classical.choice, Quot.sound]
#print axioms JelliumSurface.density_at_multiples_of_pi
-- 'JelliumSurface.density_at_multiples_of_pi' depends on axioms: [propext, Classical.choice, Quot.sound]
#print axioms JelliumSurface.density_le_near_wall
-- 'JelliumSurface.density_le_near_wall' depends on axioms: [propext, Classical.choice, Quot.sound]
```

## From the prefactor to the closed form

The theorem `surfaceDensity_eq_integral` collects the constants. It moves \(1/\pi^2\) inside the integral and compares the integrands point by point with `intervalIntegral.integral_congr`. The remaining identity is algebraic in \(\pi\), and `field_simp` settles it. No sign condition on \(k\) or \(z\) is needed.

The theorem `hasDerivAt_fillingPrimitive` differentiates \(F\), which the file calls `fillingPrimitive`. The facts `hl`, `hp` and `hcub` give the derivatives of \(2zq\), \(k^2-q^2\) and \(q^3\), and `h` combines them by the sum, product and chain rules. The underscore in `h` lets Lean work out the resulting expression. The tactic `refine h.congr_deriv ?_` then asks for a proof that this expression equals \((k^2-q^2)\sin^2(qz)\). The double-angle formula enters as `hsq`. After that, `generalize` replaces the cosine and sine by plain symbols `c` and `s`, and `field_simp` with `ring` carries out the cancellations described above. The hypothesis `z ≠ 0` allows the denominators to be cleared.

In `surfaceDensity_eq`, the fundamental theorem of calculus, `intervalIntegral.integral_eq_sub_of_hasDerivAt`, turns the integral into \(F(k)-F(0)\). It needs the derivative just computed and the integrability of the integrand, which follows from continuity. The fact `h0` records \(F(0)=0\). The final `field_simp` and `ring` correspond to inserting \(z=u/(2k)\) and factoring out \(n_0\).

## Bounds, the limit and the wall

The proof of `friedel_leading_term` first establishes the exact difference `e`, a nonnegative amplitude times \(-\sin u\). The bound \(|\sin u|\le1\) then finishes it.

For `tendsto_bulkDensity`, `hB` shows that the envelope \(n_0(3/u^2+3/u^3)\) tends to zero, and `squeeze_zero'` transfers this to \(|n(z)-n_0|\). The closed form is available only for positive \(z\), so `filter_upwards` restricts the comparison to such \(z\), which is enough for a limit at infinity. The four inequalities `a1`, `a2`, `b1` and `b2` bound the cosine and sine terms from above and below, and `linarith` adds them.

The proof of `density_at_multiples_of_pi` substitutes \(u=m\pi\) into the closed form and uses the known values of cosine and sine there.

The near-wall bound does not use the closed form. Its first step, `hsin`, obtains \(\sin^2y\le y^2\) from the inequality \(1-x^2/2\le\cos x\) at \(x=2y\), because \(\cos 2y=1-2\sin^2y\). Next, `hval` evaluates the polynomial integral through an explicit primitive. Then `hle` compares the two integrals by monotonicity, where \(0\le q\le k\) makes the weight \(k^2-q^2\) nonnegative. The closing `calc` block restores the factor \(1/\pi^2\) and simplifies \(\tfrac13-\tfrac15\) to \(\tfrac{2}{15}\).
